# The polar update never lowers the Boys functional when the position matrices are positive semidefinite

Let the real matrices X_k be positive semidefinite and let U be orthogonal with columns u_i. Give G the columns Σ_k ⟨u_i, X_k u_i⟩ X_k u_i. If V maximises tr(VᵀG) over orthogonal matrices, then the sum of squared orbital centroids at V is at least that at U.

Boys localisation mixes occupied orbitals so that this sum becomes as large as possible. For a finite set of real orbitals, the result gives an update of all orbitals at once that needs no step-length control to avoid descent.

## Orbitals, centroids and the matrix G

```lean
import Mathlib

open Matrix

namespace BoysPolarUpdate

noncomputable section

variable {n κ : Type*} [Fintype n] [Fintype κ]
```

The finite index set `n` labels both the orthonormal starting orbitals and the localised ones, so U is square. The set `κ` labels position components, such as x, y, z, and X_k is the matrix of component k in the starting orbitals.

```lean
/-- Orbital `i` is column `i` of the coefficient matrix `U`. -/
def orbital (U : Matrix n n ℝ) (i : n) : n → ℝ := fun a => U a i
```

Orbital u_i is column i of U.

```lean
/-- The expectation value of the position component `A` in orbital `i`. -/
def centroid (A U : Matrix n n ℝ) (i : n) : ℝ :=
  orbital U i ⬝ᵥ A *ᵥ orbital U i
```

Here `⬝ᵥ` is the dot product and `*ᵥ` applies a matrix to a vector, so this is ⟨u_i, A u_i⟩.

```lean
/-- The Boys functional: the sum of the squared centroid components of all orbitals. -/
def centroidSum (X : κ → Matrix n n ℝ) (U : Matrix n n ℝ) : ℝ :=
  ∑ k, ∑ i, centroid (X k) U i ^ 2
```

This is the Boys functional in its maximisation form:

F(U) = Σ_k Σ_i ⟨u_i, X_k u_i⟩²

```lean
/-- The matrix `G` whose column `i` is the sum over `k` of `⟨u_i, X_k u_i⟩ X_k u_i`. -/
def boysMatrix (X : κ → Matrix n n ℝ) (U : Matrix n n ℝ) : Matrix n n ℝ :=
  Matrix.of fun a i => ∑ k, centroid (X k) U i * (X k *ᵥ orbital U i) a
```

Row a, column i of G is Σ_k ⟨u_i, X_k u_i⟩ (X_k u_i)_a.

```lean
/-- `V` is orthogonal and maximises the overlap `tr (Vᵀ G)` among orthogonal matrices. -/
def IsBestAlignment [DecidableEq n] (G V : Matrix n n ℝ) : Prop :=
  Vᵀ * V = 1 ∧ ∀ W : Matrix n n ℝ, Wᵀ * W = 1 → trace (Wᵀ * G) ≤ trace (Vᵀ * G)
```

A best alignment V satisfies VᵀV = 1, and no orthogonal W has a larger tr(WᵀG). It need not be unique.

## The bound for one orbital

```lean
/-- For a positive semidefinite `A`, the function `v ↦ ⟨v, A v⟩²` is nowhere below its tangent at
`u`. -/
theorem sq_expectation_tangent {A : Matrix n n ℝ} (hA : A.PosSemidef) (u v : n → ℝ) :
    (u ⬝ᵥ A *ᵥ u) ^ 2 + 4 * ((u ⬝ᵥ A *ᵥ u) * (v ⬝ᵥ A *ᵥ u) - (u ⬝ᵥ A *ᵥ u) ^ 2)
      ≤ (v ⬝ᵥ A *ᵥ v) ^ 2 := by
  have hT : Aᵀ = A := by
    rw [← Matrix.conjTranspose_eq_transpose_of_trivial]
    exact hA.isHermitian.eq
  have hs : u ⬝ᵥ A *ᵥ v = v ⬝ᵥ A *ᵥ u := by
    rw [Matrix.dotProduct_mulVec, ← Matrix.mulVec_transpose, hT, dotProduct_comm]
  have h0 : 0 ≤ u ⬝ᵥ A *ᵥ u := by
    simpa only [star_trivial] using hA.dotProduct_mulVec_nonneg u
  -- positivity on the difference bounds the mixed matrix element
  have h1 : 0 ≤ (v - u) ⬝ᵥ A *ᵥ (v - u) := by
    simpa only [star_trivial] using hA.dotProduct_mulVec_nonneg (v - u)
  simp only [Matrix.mulVec_sub, sub_dotProduct, dotProduct_sub] at h1
  rw [hs] at h1
  nlinarith [mul_nonneg h0 h1, sq_nonneg (v ⬝ᵥ A *ᵥ v - u ⬝ᵥ A *ᵥ u)]
```

The hypothesis `hA` says that A is symmetric with non-negative expectation values. Write a = ⟨u, Au⟩, b = ⟨v, Av⟩ and m = ⟨v, Au⟩. Positivity on v − u, with symmetry, gives

0 ≤ ⟨v − u, A(v − u)⟩ = b − 2m + a.

Multiplying 2m ≤ a + b by 2a ≥ 0 gives 4am ≤ 2a² + 2ab. Therefore

a² + 4a(m − a) = 4am − 3a² ≤ 2ab − a² ≤ b²,

where the last step is (b − a)² ≥ 0. In Lean, `hs` is the symmetry of m, `h0` is a ≥ 0 and `h1` is positivity on v − u; `nlinarith` combines them with the square.

## From one orbital to the functional

```lean
/-- The overlap `tr (Vᵀ G)` is the sum of the matrix elements `⟨v_i, X_k u_i⟩`, each weighted
with the centroid component `⟨u_i, X_k u_i⟩`. -/
theorem trace_boysMatrix (X : κ → Matrix n n ℝ) (U V : Matrix n n ℝ) :
    trace (Vᵀ * boysMatrix X U)
      = ∑ k, ∑ i, centroid (X k) U i * (orbital V i ⬝ᵥ X k *ᵥ orbital U i) := by
  refine Eq.trans ?_ Finset.sum_comm
  simp only [Matrix.trace, Matrix.diag_apply, Matrix.mul_apply, Matrix.transpose_apply,
    boysMatrix, Matrix.of_apply]
  refine Finset.sum_congr rfl fun i _ => ?_
  simp only [dotProduct, Finset.mul_sum]
  refine Finset.sum_comm.trans ?_
  refine Finset.sum_congr rfl fun k _ => Finset.sum_congr rfl fun a _ => ?_
  simp only [orbital]
  ring
```

Writing out the trace and exchanging the finite sums gives

tr(VᵀG) = Σ_k Σ_i ⟨u_i, X_k u_i⟩ ⟨v_i, X_k u_i⟩.

At V = U this is F(U).

```lean
/-- For positive semidefinite `X_k`, going from `U` to `V` raises the Boys functional by at
least four times the gain in overlap with `G`. -/
theorem centroidSum_gain {X : κ → Matrix n n ℝ} (hX : ∀ k, (X k).PosSemidef)
    (U V : Matrix n n ℝ) :
    centroidSum X U + 4 * (trace (Vᵀ * boysMatrix X U) - trace (Uᵀ * boysMatrix X U))
      ≤ centroidSum X V := by
  have e : centroidSum X U
      + 4 * (trace (Vᵀ * boysMatrix X U) - trace (Uᵀ * boysMatrix X U))
      = ∑ k, ∑ i, (centroid (X k) U i ^ 2
        + 4 * (centroid (X k) U i * (orbital V i ⬝ᵥ X k *ᵥ orbital U i)
          - centroid (X k) U i * (orbital U i ⬝ᵥ X k *ᵥ orbital U i))) := by
    rw [trace_boysMatrix, trace_boysMatrix]
    simp only [centroidSum, Finset.sum_add_distrib, ← Finset.mul_sum, Finset.sum_sub_distrib]
  rw [e]
  -- sum the tangent bound over orbitals and components
  refine Finset.sum_le_sum fun k _ => Finset.sum_le_sum fun i _ => ?_
  have h := sq_expectation_tangent (hX k) (orbital U i) (orbital V i)
  simp only [centroid]
  linarith
```

Summing the one-orbital bound over i and k gives

F(U) + 4[tr(VᵀG) − tr(UᵀG)] ≤ F(V).

The equation `e` puts the left side into the form of that sum. Neither U nor V has to be orthogonal here.

## Ascent

```lean
variable [DecidableEq n]

/-- Polar update for Boys localisation: for positive semidefinite `X_k` and orthogonal `U`, an
orthogonal `V` that maximises `tr (Vᵀ G)` has a Boys functional at least that of `U`. -/
theorem centroidSum_le_of_isBestAlignment {X : κ → Matrix n n ℝ}
    (hX : ∀ k, (X k).PosSemidef) {U V : Matrix n n ℝ} (hU : Uᵀ * U = 1)
    (hV : IsBestAlignment (boysMatrix X U) V) : centroidSum X U ≤ centroidSum X V := by
  linarith [centroidSum_gain hX U V, hV.2 U hU]
```

U is itself a candidate in the maximisation, so tr(UᵀG) ≤ tr(VᵀG). The bracket above is non-negative, and F(U) ≤ F(V).

Symmetry of X_k without positivity is not enough. Take U = 1 and the single matrix X with rows (1, 1, 1), (1, 0, −2), (1, −2, 0). Then F(U) = 1, and G has first column (1, 1, 1) and zeros elsewhere. Any orthogonal V with v₁ = (1, 1, 1)/√3 is a best alignment. With p = (0, 1, −1)/√2 and q = (2, −1, −1)/√6, choose v₂ = (p + q)/√2 and v₃ = (p − q)/√2. All three centroids are 1/3, so F(V) = 1/3.

Whether a position matrix is positive semidefinite depends on the origin; with an origin inside the molecule it is often indefinite. Replacing X_k by X_k + c·1 with c large enough makes them positive semidefinite and changes F by the same constant for every orthogonal U. The shift also changes G: as c grows, the best alignment tends to U, so a needlessly large c makes the steps small. If some X_k is not positive semidefinite, the theorem can be applied to the shifted matrices, with G built from them.

```lean
/-- For positive semidefinite `X_k`, the update strictly raises the Boys functional if the
orthogonal `U` does not itself maximise the overlap with its own `G`. -/
theorem centroidSum_lt_of_not_isBestAlignment {X : κ → Matrix n n ℝ}
    (hX : ∀ k, (X k).PosSemidef) {U V : Matrix n n ℝ} (hU : Uᵀ * U = 1)
    (hV : IsBestAlignment (boysMatrix X U) V)
    (hne : ¬ IsBestAlignment (boysMatrix X U) U) : centroidSum X U < centroidSum X V := by
  by_contra hlt
  refine hne ⟨hU, fun W hW => ?_⟩
  linarith [centroidSum_gain hX U V, hV.2 W hW, not_lt.mp hlt]
```

Suppose F(V) ≤ F(U). The gain bound then gives tr(VᵀG) ≤ tr(UᵀG), so U is also a best alignment, against `hne`. Hence F(U) < F(V).

```lean
/-- For positive semidefinite `X_k`, the Boys functional never decreases along the iteration
that starts from an orthogonal matrix and repeats the update. -/
theorem centroidSum_monotone {X : κ → Matrix n n ℝ} (hX : ∀ k, (X k).PosSemidef)
    (U : ℕ → Matrix n n ℝ) (h0 : (U 0)ᵀ * U 0 = 1)
    (hU : ∀ m, IsBestAlignment (boysMatrix X (U m)) (U (m + 1))) :
    Monotone fun m => centroidSum X (U m) := by
  have horth : ∀ m, (U m)ᵀ * U m = 1 := by
    intro m
    cases m with
    | zero => exact h0
    | succ m => exact (hU m).1
  exact monotone_nat_of_le_succ fun m =>
    centroidSum_le_of_isBestAlignment hX (horth m) (hU m)
```

Here `U m` is the m-th iterate, and G is rebuilt at each step. Every iterate is orthogonal, so the one-step result applies throughout. The values of F never decrease; convergence of the orbitals is a separate question.

## Finding the update

```lean
/-- Every real square matrix `G` has an orthogonal matrix of maximal overlap. -/
theorem exists_isBestAlignment (G : Matrix n n ℝ) : ∃ V, IsBestAlignment G V := by
  have hbox : @IsCompact (Matrix n n ℝ) _
      (Set.pi Set.univ fun _ : n => Set.pi Set.univ fun _ : n => Set.Icc (-1 : ℝ) 1) :=
    isCompact_univ_pi fun _ => isCompact_univ_pi fun _ => isCompact_Icc
  have hclosed : IsClosed {V : Matrix n n ℝ | Vᵀ * V = 1} :=
    isClosed_eq (continuous_id.matrix_transpose.matrix_mul continuous_id) continuous_const
  -- the orthogonal matrices form a closed set with entries between -1 and 1, hence a compact set
  have hcomp : IsCompact {V : Matrix n n ℝ | Vᵀ * V = 1} := by
    refine hbox.of_isClosed_subset hclosed ?_
    intro V hV i _ j _
    have h1 : ∑ a, V a j * V a j = 1 := by
      have h := congrFun (congrFun (show Vᵀ * V = 1 from hV) j) j
      simpa only [Matrix.mul_apply, Matrix.transpose_apply, Matrix.one_apply_eq] using h
    have h2 : V i j * V i j ≤ ∑ a, V a j * V a j :=
      Finset.single_le_sum (f := fun a => V a j * V a j)
        (fun a _ => mul_self_nonneg (V a j)) (Finset.mem_univ i)
    exact ⟨by nlinarith, by nlinarith⟩
  have hcont : Continuous fun V : Matrix n n ℝ => trace (Vᵀ * G) :=
    (continuous_id.matrix_transpose.matrix_mul continuous_const).matrix_trace
  obtain ⟨V, hV, hmax⟩ := hcomp.exists_isMaxOn ⟨1, by simp⟩ hcont.continuousOn
  exact ⟨V, hV, fun W hW => hmax hW⟩
```

The columns of an orthogonal matrix have unit length, so its entries lie in [−1, 1]. The set of orthogonal matrices is therefore bounded. It is closed, because VᵀV depends continuously on V, and it contains the identity. The continuous function tr(VᵀG) thus attains its maximum on it.

```lean
/-- In a polar decomposition `G = W P`, with `W` orthogonal and `P` positive semidefinite, the
factor `W` maximises the overlap with `G` among orthogonal matrices. -/
theorem isBestAlignment_of_polar {W P : Matrix n n ℝ} (hW : Wᵀ * W = 1)
    (hP : P.PosSemidef) : IsBestAlignment (W * P) W := by
  refine ⟨hW, fun V hV => ?_⟩
  have hT : Pᵀ = P := by
    rw [← Matrix.conjTranspose_eq_transpose_of_trivial]
    exact hP.isHermitian.eq
  -- expand the non-negative trace of (V - W) P (V - W)ᵀ
  have h := (hP.mul_mul_conjTranspose_same (V - W)).trace_nonneg
  rw [Matrix.conjTranspose_eq_transpose_of_trivial] at h
  have e : (V - W) * P * (V - W)ᵀ
      = V * P * Vᵀ - V * P * Wᵀ - W * P * Vᵀ + W * P * Wᵀ := by
    rw [Matrix.transpose_sub]
    noncomm_ring
  rw [e, Matrix.trace_add, Matrix.trace_sub, Matrix.trace_sub] at h
  have h1 : trace (V * P * Vᵀ) = trace P := by
    rw [Matrix.trace_mul_comm, ← mul_assoc, hV, one_mul]
  have h2 : trace (W * P * Wᵀ) = trace P := by
    rw [Matrix.trace_mul_comm, ← mul_assoc, hW, one_mul]
  have h3 : trace (W * P * Vᵀ) = trace (Vᵀ * (W * P)) := Matrix.trace_mul_comm _ _
  have h4 : trace (V * P * Wᵀ) = trace (W * P * Vᵀ) := by
    rw [← Matrix.trace_transpose (V * P * Wᵀ), Matrix.transpose_mul, Matrix.transpose_mul,
      Matrix.transpose_transpose, hT, mul_assoc]
  have h5 : trace (Wᵀ * (W * P)) = trace P := by
    rw [← mul_assoc, hW, one_mul]
  linarith

end

end BoysPolarUpdate
```

Let G = WP with W orthogonal and P positive semidefinite. For any orthogonal V,

0 ≤ tr((V − W)P(V − W)ᵀ) = 2 tr P − 2 tr(VᵀG).

Since tr(WᵀG) = tr P, W is a best alignment. `h1` to `h5` evaluate these traces. The factorisation is an input to the theorem; in practice a singular value decomposition of G supplies it.

```lean
#print axioms BoysPolarUpdate.centroidSum_lt_of_not_isBestAlignment
-- 'BoysPolarUpdate.centroidSum_lt_of_not_isBestAlignment' depends on axioms: [propext, Classical.choice, Quot.sound]
#print axioms BoysPolarUpdate.centroidSum_monotone
-- 'BoysPolarUpdate.centroidSum_monotone' depends on axioms: [propext, Classical.choice, Quot.sound]
#print axioms BoysPolarUpdate.exists_isBestAlignment
-- 'BoysPolarUpdate.exists_isBestAlignment' depends on axioms: [propext, Classical.choice, Quot.sound]
#print axioms BoysPolarUpdate.isBestAlignment_of_polar
-- 'BoysPolarUpdate.isBestAlignment_of_polar' depends on axioms: [propext, Classical.choice, Quot.sound]
```
